# Independent centred Gaussians of common standard deviation σ have covariance σ² I

`isNoise_gaussian` concerns a finite family of real random variables whose joint law is that of independent Gaussians with mean zero and common standard deviation σ ≥ 0. It states that each component is square-integrable with mean zero, and that the expectation of the product of components i and j is σ² if i = j and zero otherwise. The attempt carries each expectation over to the Gaussian law. There the diagonal entries follow from the variance of a one-dimensional Gaussian, and the off-diagonal ones from independence and zero mean.

An attempt in Lean 4 with a fault in it:

```lean
import Mathlib

open MeasureTheory ProbabilityTheory Matrix
open scoped NNReal

namespace OptimismIdentity

noncomputable section

variable {Ω ι κ : Type*} [MeasurableSpace Ω] [Fintype ι] [Fintype κ]
  {μ : Measure Ω} {ε ε' : Ω → ι → ℝ} {C : Matrix ι ι ℝ}

/-- Square-integrable noise with zero mean and covariance matrix `C`. -/
structure IsNoise (μ : Measure Ω) (ε : Ω → ι → ℝ) (C : Matrix ι ι ℝ) : Prop where
  memLp : ∀ i, MemLp (fun ω => ε ω i) 2 μ
  mean : ∀ i, ∫ ω, ε ω i ∂μ = 0
  cov : ∀ i j, ∫ ω, ε ω i * ε ω j ∂μ = C i j

/-- The law of a vector of independent centred Gaussians of standard deviation `σ`. -/
abbrev gaussianLaw (ι : Type*) [Fintype ι] (σ : ℝ≥0) : Measure (ι → ℝ) :=
  Measure.pi fun _ => gaussianReal 0 (σ ^ 2)

/-- The expectation of a function of a random variable is its integral over the law. -/
theorem integral_comp_law {β : Type*} [MeasurableSpace β] {ν : Measure β} {g : Ω → β}
    (hg : MeasurePreserving g μ ν) {φ : β → ℝ} (hφ : Measurable φ) :
    ∫ ω, φ (g ω) ∂μ = ∫ x, φ x ∂ν := by
  rw [← hg.map_eq]
  exact (integral_map hg.measurable.aemeasurable hφ.aestronglyMeasurable).symm

/-- A vector drawn from the Gaussian law is noise of covariance `σ² I`. -/
theorem isNoise_gaussian [DecidableEq ι] (σ : ℝ≥0) {g : Ω → ι → ℝ}
    (hg : MeasurePreserving g μ (gaussianLaw ι σ)) : IsNoise μ g ((σ : ℝ) ^ 2 • 1) := by
  have hm : ∀ i, MeasurePreserving (fun x : ι → ℝ => x i) (gaussianLaw ι σ)
      (gaussianReal 0 (σ ^ 2)) := fun i => measurePreserving_eval _ i
  have h2 : MemLp (id : ℝ → ℝ) 2 (gaussianReal 0 (σ ^ 2)) := by
    exact_mod_cast memLp_id_gaussianReal (μ := 0) (v := σ ^ 2) 2
  have h0 : ∫ t, t ∂(gaussianReal 0 (σ ^ 2)) = 0 := integral_id_gaussianReal
  -- expectations of one component reduce to one-dimensional Gaussian integrals
  have push : ∀ (i : ι) (φ : ℝ → ℝ), Measurable φ →
      ∫ ω, φ (g ω i) ∂μ = ∫ t, φ t ∂(gaussianReal 0 (σ ^ 2)) := fun i φ hφ => by
    have hc := (hm i).comp hg
    have e := integral_map hc.measurable.aemeasurable
      (hφ.aestronglyMeasurable (μ := Measure.map _ μ))
    rw [hc.map_eq] at e
    exact e.symm
  refine ⟨fun i => h2.comp_measurePreserving ((hm i).comp hg),
    fun i => (push i id measurable_id).trans h0, fun i j => ?_⟩
  by_cases hij : i = j
  · subst hij
    have hv := variance_of_integral_eq_zero (μ := gaussianReal 0 (σ ^ 2))
      (X := id) aemeasurable_id h0
    rw [variance_id_gaussianReal] at hv
    have e := push i (fun t => t ^ 2) (by fun_prop)
    simp only [id_eq] at hv
    rw [← hv] at e
    simpa [pow_two] using e
  · -- different components are independent, so their mixed moment vanishes
    have hI : IndepFun (fun x : ι → ℝ => x i) (fun x => x j) (gaussianLaw ι σ) :=
      (iIndepFun_pi (μ := fun _ : ι => gaussianReal 0 (σ ^ 2))
        (X := fun _ => (id : ℝ → ℝ)) (fun _ => aemeasurable_id)).indepFun hij
    have hz : ∫ x : ι → ℝ, x j ∂(gaussianLaw ι σ) = 0 := by
      have e := integral_map (hm j).measurable.aemeasurable
        (measurable_id.aestronglyMeasurable (μ := Measure.map _ (gaussianLaw ι σ)))
      rw [(hm j).map_eq] at e
      exact e.symm.trans h0
    have e := integral_map hg.measurable.aemeasurable
      ((by fun_prop : Measurable fun x : ι → ℝ => x i * x j).aestronglyMeasurable
        (μ := Measure.map g μ))
    rw [hg.map_eq, hI.integral_fun_mul_eq_mul_integral
      (measurable_pi_apply i).aestronglyMeasurable
      (measurable_pi_apply j).aestronglyMeasurable, hz, mul_zero] at e
    rw [← e]
    simp [hij]

end

end OptimismIdentity
```

Lean reports:

```
Main.lean:36:4: error: mod_cast has type
  MemLp id 2 (gaussianReal 0 (σ ^ (2 : ℝ≥0)))
but is expected to have type
  MemLp id 2 (gaussianReal 0 (σ ^ (2 : ℕ)))
Main.lean:36:56: error(lean.synthInstanceFailed): failed to synthesize instance of type class
  HPow ℝ≥0 ℝ≥0 ℝ≥0

Hint: Type class instance resolution failures can be inspected with the `set_option trace.Meta.synthInstance true` command.
```

What went wrong. Both messages concern the exponent in `(v := σ ^ 2)`, inside the proof of `h2`. The goal has the variance `σ ^ (2 : ℕ)`, but in the term given to `exact_mod_cast` the exponent was read as a number of type `ℝ≥0`. The first message reports that the two types therefore differ. The second says that Lean found no power operation taking a base and an exponent in `ℝ≥0` to a result in `ℝ≥0`.

Writing `σ ^ (2 : ℕ)` fixes the exponent's type, so the variance agrees with the goal and the ordinary natural-number power applies. The repair also states the term first as `h` and then casts it; the messages do not show that this separate step is needed.

The other changes are tidying: the existing lemma `integral_comp_law` replaces `push` and the repeated uses of `integral_map`, none of which drew an error, and a comment is reworded.

Fix (accepted with no message):

```diff
@@ -34,16 +34,9 @@
       (gaussianReal 0 (σ ^ 2)) := fun i => measurePreserving_eval _ i
   have h2 : MemLp (id : ℝ → ℝ) 2 (gaussianReal 0 (σ ^ 2)) := by
-    exact_mod_cast memLp_id_gaussianReal (μ := 0) (v := σ ^ 2) 2
+    have h := memLp_id_gaussianReal (μ := 0) (v := σ ^ (2 : ℕ)) 2
+    exact_mod_cast h
   have h0 : ∫ t, t ∂(gaussianReal 0 (σ ^ 2)) = 0 := integral_id_gaussianReal
-  -- expectations of one component reduce to one-dimensional Gaussian integrals
-  have push : ∀ (i : ι) (φ : ℝ → ℝ), Measurable φ →
-      ∫ ω, φ (g ω i) ∂μ = ∫ t, φ t ∂(gaussianReal 0 (σ ^ 2)) := fun i φ hφ => by
-    have hc := (hm i).comp hg
-    have e := integral_map hc.measurable.aemeasurable
-      (hφ.aestronglyMeasurable (μ := Measure.map _ μ))
-    rw [hc.map_eq] at e
-    exact e.symm
   refine ⟨fun i => h2.comp_measurePreserving ((hm i).comp hg),
-    fun i => (push i id measurable_id).trans h0, fun i j => ?_⟩
+    fun i => (integral_comp_law ((hm i).comp hg) measurable_id).trans h0, fun i j => ?_⟩
   by_cases hij : i = j
   · subst hij
@@ -51,24 +44,19 @@
       (X := id) aemeasurable_id h0
     rw [variance_id_gaussianReal] at hv
-    have e := push i (fun t => t ^ 2) (by fun_prop)
     simp only [id_eq] at hv
+    have e : ∫ ω, g ω i ^ 2 ∂μ = ∫ t, t ^ 2 ∂(gaussianReal 0 (σ ^ 2)) :=
+      integral_comp_law ((hm i).comp hg) (φ := fun t => t ^ 2) (by fun_prop)
     rw [← hv] at e
     simpa [pow_two] using e
-  · -- different components are independent, so their mixed moment vanishes
+  · -- different components are independent with zero mean, so their mixed moment vanishes
     have hI : IndepFun (fun x : ι → ℝ => x i) (fun x => x j) (gaussianLaw ι σ) :=
       (iIndepFun_pi (μ := fun _ : ι => gaussianReal 0 (σ ^ 2))
         (X := fun _ => (id : ℝ → ℝ)) (fun _ => aemeasurable_id)).indepFun hij
-    have hz : ∫ x : ι → ℝ, x j ∂(gaussianLaw ι σ) = 0 := by
-      have e := integral_map (hm j).measurable.aemeasurable
-        (measurable_id.aestronglyMeasurable (μ := Measure.map _ (gaussianLaw ι σ)))
-      rw [(hm j).map_eq] at e
-      exact e.symm.trans h0
-    have e := integral_map hg.measurable.aemeasurable
-      ((by fun_prop : Measurable fun x : ι → ℝ => x i * x j).aestronglyMeasurable
-        (μ := Measure.map g μ))
-    rw [hg.map_eq, hI.integral_fun_mul_eq_mul_integral
-      (measurable_pi_apply i).aestronglyMeasurable
-      (measurable_pi_apply j).aestronglyMeasurable, hz, mul_zero] at e
-    rw [← e]
+    have hz : ∫ x : ι → ℝ, x j ∂(gaussianLaw ι σ) = 0 :=
+      (integral_comp_law (hm j) measurable_id).trans h0
+    have e : ∫ ω, g ω i * g ω j ∂μ = ∫ x : ι → ℝ, x i * x j ∂(gaussianLaw ι σ) :=
+      integral_comp_law hg (φ := fun x => x i * x j) (by fun_prop)
+    rw [e, hI.integral_fun_mul_eq_mul_integral (measurable_pi_apply i).aestronglyMeasurable
+      (measurable_pi_apply j).aestronglyMeasurable, hz, mul_zero]
     simp [hij]
 
```
